# Phonon-drag thermopower of positive carriers decreases with density in a fixed-coupling relaxation model

To carry the phonon-drag model below from one doping level to another, add the rate at which the carriers scatter each phonon mode at the new density to the mode's other relaxation rates, then sum the modes' contributions to the thermopower again. If the mode parameters stay fixed as carriers are added, the result falls with density, starts from a finite value and eventually decays as the inverse density.

## From momentum balance to thermopower

Let n > 0 be the carrier density, q > 0 the carrier charge, g the temperature gradient and E the electric field, both taken along one axis. Phonon mode i stands here for a group of phonons of one branch and nearly one frequency, travelling in all directions. It has momentum density p_i and three positive constants:

- C_i is its heat capacity per volume. The gradient drives the mode with force density −(C_i/3) g, the pressure gradient of an isotropic phonon gas with linear dispersion.
- a_i is its coupling to the carriers, so that it gives them momentum at the rate n a_i p_i per volume.
- τ_i is its relaxation time for all other momentum loss, such as scattering at boundaries and defects.

No current flows, so the carriers have no drift to return to the phonons. The steady state satisfies

−(C_i/3) g = p_i (n a_i + 1/τ_i) for every i,

n q E + Σ n a_i p_i = 0.

The bracket in the first equation is (1 + n a_i τ_i)/τ_i, hence

p_i = −C_i τ_i g / (3(1 + n a_i τ_i)).

Inserting this in the second equation gives

n q E = n g Σ C_i a_i τ_i / (3(1 + n a_i τ_i)).

Division by n q g, with g ≠ 0, yields the thermopower

S(n) = E/g = Σ C_i a_i τ_i / (3q(1 + n a_i τ_i)).

Now write w_i = C_i/(3q) and x_i = a_i τ_i, so that S(n) = Σ w_i x_i/(1 + n x_i). Each numerator is positive and fixed, while each denominator grows with n. With at least one mode, S therefore strictly decreases.

As n → 0 every denominator tends to 1, and S tends to L = Σ w_i x_i. At large density,

n w_i x_i/(1 + n x_i) = w_i − w_i/(1 + n x_i) → w_i,

so n S tends to K = Σ w_i. The couplings and relaxation times have dropped out of this limit.

## A ceiling from the two limits

The numbers L and K also bound S at every density in between. Put m = L/K, the average of x_i with weights w_i. The tangent to x/(1 + n x) at x = m is (n m² + x)/(1 + n m)², and it lies above the curve by

(n m² + x)/(1 + n m)² − x/(1 + n x) = n (x − m)² / ((1 + n m)²(1 + n x)) ≥ 0.

Setting x = x_i, multiplying by w_i and summing gives

S(n) ≤ (n m² K + L)/(1 + n m)² = L K/(K + n L).

The square vanishes when all x_i are equal, as they are for a single mode, and the bound is then an equality.

## Use in a mode-resolved code

A program for this model can store w_i and x_i for each mode, with the weight of any frequency grid absorbed into C_i, and evaluate the sum at each density. L and K are computed once and provide a check. Take two modes with w = (1, 1) and x = (1, 3) in consistent units. Then L = 4 and K = 2, and at n = 1 the sum is 1/2 + 3/4 = 1.25, below the ceiling 8/6 ≈ 1.33. A code that left the carrier scattering out of the phonon relaxation rate would return 4 and fail the check.

Positive coupling matters. Take one mode with C = 3, τ = 1, q = 1 and a = 0, so that the carriers cannot scatter it. Then S = 0 at every density, so there is no strict decrease, and n S stays at 0 although K = 1. For K to be the limit of n S, such modes have to be left out of it.

## The balances in Lean

The modes are indexed by a finite type `ι`, and all quantities are real numbers.

```lean
import Mathlib

open Filter Topology

namespace PhononDrag

noncomputable section

variable {ι : Type*} [Fintype ι]
```

`DragBalance` contains the two balances and nothing else; the thermopower formula is not assumed. Its field `electron` is the force balance of the carriers, which are positive in the theorems below. The model omits the diffusion part of the thermopower and momentum exchange between phonon modes. It also keeps `C`, `a` and `τ` independent of density, whereas in a real material screening and the size of the Fermi surface can change the couplings.

```lean
/-- Steady state of phonon drag at carrier density `n`, temperature gradient `g` and field `E`: each
mode, with momentum density `p i`, loses to carriers and to other scattering what the gradient
supplies, and the total force on the carriers vanishes. The domain is `τ i ≠ 0`. -/
structure DragBalance (C a τ : ι → ℝ) (q g n E : ℝ) (p : ι → ℝ) : Prop where
  phonon : ∀ i, -(C i / 3) * g = p i * (n * a i + 1 / τ i)
  electron : n * q * E + ∑ i, n * a i * p i = 0
```

The next three definitions are S(n), L and K. The sign convention is E = S g, which makes S positive for positive carriers.

```lean
/-- The drag thermopower as a sum over phonon modes, for `q ≠ 0` and `1 + n a_i τ_i ≠ 0`. -/
def dragThermopower (C a τ : ι → ℝ) (q n : ℝ) : ℝ :=
  ∑ i, C i * a i * τ i / (3 * q * (1 + n * a i * τ i))

/-- The sum of `C_i a_i τ_i / (3q)` over the modes, for `q ≠ 0`. -/
def diluteThermopower (C a τ : ι → ℝ) (q : ℝ) : ℝ :=
  ∑ i, C i * a i * τ i / (3 * q)

/-- The sum of `C_i / (3q)` over the modes, for `q ≠ 0`. -/
def saturationCoefficient (C : ι → ℝ) (q : ℝ) : ℝ :=
  ∑ i, C i / (3 * q)
```

## Solving for the steady state

The equivalence below says that the balances hold exactly when every p_i and E have the values found above. It thus gives both existence and uniqueness of the steady state. It needs n > 0, because at n = 0 the carrier equation reads 0 = 0 and leaves the field undetermined.

In the proof, `hph` solves one mode by multiplying through by the relaxation time, and `hs` evaluates the total drag force. Cancelling the factor n q then gives the field.

```lean
/-- For positive density, charge, couplings and relaxation times, the balances hold exactly when
each mode carries the stated momentum and the field is the drag thermopower times the gradient. -/
theorem dragBalance_iff {C a τ p : ι → ℝ} {q g n E : ℝ} (ha : ∀ i, 0 < a i)
    (hτ : ∀ i, 0 < τ i) (hq : 0 < q) (hn : 0 < n) :
    DragBalance C a τ q g n E p ↔
      (∀ i, p i = -(C i * τ i * g) / (3 * (1 + n * a i * τ i))) ∧
        E = dragThermopower C a τ q n * g := by
  -- solve the balance of a single mode
  have hph : ∀ i, -(C i / 3) * g = p i * (n * a i + 1 / τ i) ↔
      p i = -(C i * τ i * g) / (3 * (1 + n * a i * τ i)) := by
    intro i
    have ha' := ha i
    have hτ' := hτ i
    have ht : 1 / τ i * τ i = 1 := one_div_mul_cancel hτ'.ne'
    rw [eq_div_iff (by positivity)]
    constructor
    · intro h
      linear_combination (-3 * τ i) * h - 3 * p i * ht
    · intro h
      apply mul_left_cancel₀ hτ'.ne'
      linear_combination (-1 / 3) * h - p i * ht
  -- the drag force on the carriers
  have hs : (∀ i, p i = -(C i * τ i * g) / (3 * (1 + n * a i * τ i))) →
      ∑ i, n * a i * p i = -(n * q * (dragThermopower C a τ q n * g)) := by
    intro hp
    unfold dragThermopower
    rw [Finset.sum_mul, Finset.mul_sum, ← Finset.sum_neg_distrib]
    refine Finset.sum_congr rfl fun i _ => ?_
    have ha' := ha i
    have hτ' := hτ i
    have h1 : 1 + n * a i * τ i ≠ 0 := by positivity
    rw [hp i]
    field_simp
  constructor
  · rintro ⟨h1, h2⟩
    have hp := fun i => (hph i).1 (h1 i)
    refine ⟨hp, mul_left_cancel₀ (mul_pos hn hq).ne' ?_⟩
    linear_combination h2 - hs hp
  · rintro ⟨hp, hE⟩
    refine ⟨fun i => (hph i).2 (hp i), ?_⟩
    rw [hs hp, hE]
    ring
```

## Decrease and the two limits

Strict decrease is stated for the formula on n ≥ 0. The proof compares the sums mode by mode: `div_lt_div_of_pos_left` handles two fractions with the same positive numerator, and `gcongr` shows that the denominator has grown.

```lean
/-- With at least one mode and positive parameters, the drag thermopower strictly decreases with the
carrier density on `n ≥ 0`. -/
theorem dragThermopower_strictAntiOn [Nonempty ι] {C a τ : ι → ℝ} {q : ℝ}
    (hC : ∀ i, 0 < C i) (ha : ∀ i, 0 < a i) (hτ : ∀ i, 0 < τ i) (hq : 0 < q) :
    StrictAntiOn (dragThermopower C a τ q) (Set.Ici 0) := by
  intro x hx y _ hxy
  have hx0 : 0 ≤ x := hx
  unfold dragThermopower
  refine Finset.sum_lt_sum_of_nonempty Finset.univ_nonempty fun i _ => ?_
  have hC' := hC i
  have ha' := ha i
  have hτ' := hτ i
  apply div_lt_div_of_pos_left
  · positivity
  · positivity
  · gcongr
```

In the dilute limit, n approaches zero from above, written `𝓝[>] 0`. Each term is continuous at zero because its denominator there is 3q ≠ 0, and a finite sum of limits is the limit of the sum. Only q > 0 is required.

```lean
/-- For positive carrier charge, the drag thermopower tends to the finite value
`∑ C_i a_i τ_i / (3q)` as the carrier density tends to zero from above. -/
theorem tendsto_dilute (C a τ : ι → ℝ) {q : ℝ} (hq : 0 < q) :
    Tendsto (fun n => dragThermopower C a τ q n) (𝓝[>] 0)
      (𝓝 (diluteThermopower C a τ q)) := by
  unfold dragThermopower diluteThermopower
  refine tendsto_finsetSum _ fun i _ => ?_
  have hc : ContinuousAt
      (fun n : ℝ => C i * a i * τ i / (3 * q * (1 + n * a i * τ i))) 0 := by
    apply ContinuousAt.div (by fun_prop) (by fun_prop)
    simp [hq.ne']
  have h := hc.tendsto.mono_left (nhdsWithin_le_nhds (s := Set.Ioi (0 : ℝ)))
  simpa only [zero_mul, add_zero, mul_one] using h
```

For large density, `h0` states that 1/(1 + n x_i) tends to zero, and `h1` turns this into the limit of w_i − w_i/(1 + n x_i). The last lines identify that expression with n times the mode's term.

```lean
/-- For positive charge, couplings and relaxation times, density times drag thermopower tends to
`∑ C_i / (3q)` at large carrier density. -/
theorem tendsto_saturation (C : ι → ℝ) {a τ : ι → ℝ} {q : ℝ} (ha : ∀ i, 0 < a i)
    (hτ : ∀ i, 0 < τ i) (hq : 0 < q) :
    Tendsto (fun n => n * dragThermopower C a τ q n) atTop
      (𝓝 (saturationCoefficient C q)) := by
  unfold dragThermopower saturationCoefficient
  simp only [Finset.mul_sum]
  refine tendsto_finsetSum _ fun i _ => ?_
  have ha' := ha i
  have hτ' := hτ i
  have h0 : Tendsto (fun n : ℝ => (1 + n * (a i * τ i))⁻¹) atTop (𝓝 0) :=
    tendsto_inv_atTop_zero.comp
      (tendsto_atTop_add_const_left _ _ (tendsto_id.atTop_mul_const (mul_pos ha' hτ')))
  -- each mode differs from its limit by a vanishing fraction
  have h1 := (h0.const_mul (C i / (3 * q))).const_sub (C i / (3 * q))
  rw [mul_zero, sub_zero] at h1
  refine h1.congr' ?_
  filter_upwards [eventually_ge_atTop (0 : ℝ)] with n hn
  have h2 : 1 + n * (a i * τ i) ≠ 0 := by positivity
  rw [mul_assoc n (a i) (τ i)]
  field_simp
  ring
```

## The ratio E/g in the steady state

The main theorem concerns the fields themselves. `E` and `p` assign a field and a set of mode momenta to each density, and `h` says that they satisfy the balances whenever n > 0. The gradient g is the same nonzero number throughout. The four conclusions are the mode sum for E/g, its strict decrease on n > 0, its dilute limit L, and the limit K of n E/g.

The proof first obtains the mode sum, `hS`, from the equivalence. The other three statements then carry over from the formula to the ratio, since the two agree at every positive density.

```lean
/-- Phonon-drag thermopower: for steady states at a fixed nonzero gradient, with at least one mode
and positive parameters, `E/g` is the mode sum, strictly decreases with density, has a finite
dilute limit, and `n E/g` saturates at `∑ C_i / (3q)`. -/
theorem phonon_drag_thermopower [Nonempty ι] {C a τ : ι → ℝ} {q g : ℝ}
    (hC : ∀ i, 0 < C i) (ha : ∀ i, 0 < a i) (hτ : ∀ i, 0 < τ i) (hq : 0 < q) (hg : g ≠ 0)
    (E : ℝ → ℝ) (p : ℝ → ι → ℝ)
    (h : ∀ n, 0 < n → DragBalance C a τ q g n (E n) (p n)) :
    (∀ n, 0 < n → E n / g = dragThermopower C a τ q n) ∧
      StrictAntiOn (fun n => E n / g) (Set.Ioi 0) ∧
      Tendsto (fun n => E n / g) (𝓝[>] 0) (𝓝 (diluteThermopower C a τ q)) ∧
      Tendsto (fun n => n * (E n / g)) atTop (𝓝 (saturationCoefficient C q)) := by
  have hS : ∀ n, 0 < n → E n / g = dragThermopower C a τ q n := by
    intro n hn
    rw [((dragBalance_iff ha hτ hq hn).1 (h n hn)).2, mul_div_cancel_right₀ _ hg]
  refine ⟨hS, ?_, ?_, ?_⟩
  · intro x hx y hy hxy
    change E y / g < E x / g
    rw [hS x hx, hS y hy]
    exact dragThermopower_strictAntiOn hC ha hτ hq
      (Set.mem_Ici.2 (Set.mem_Ioi.1 hx).le) (Set.mem_Ici.2 (Set.mem_Ioi.1 hy).le) hxy
  · refine (tendsto_dilute C a τ hq).congr' ?_
    filter_upwards [self_mem_nhdsWithin] with n hn
    exact (hS n hn).symm
  · refine (tendsto_saturation C ha hτ hq).congr' ?_
    filter_upwards [eventually_gt_atTop (0 : ℝ)] with n hn
    rw [hS n hn]
```

## The interpolation bound

The last theorem is the ceiling L K/(K + n L), valid for n ≥ 0. The identity `key` is the tangent-line defect for one mode, written with L and K in place of m, and `positivity` confirms that it is nonnegative. The `calc` chain sums the tangent lines and simplifies the total.

```lean
/-- With at least one mode, positive parameters and `n ≥ 0`, the drag thermopower is at most the
interpolation `L K / (K + n L)` between its dilute value `L` and its saturation coefficient `K`. -/
theorem dragThermopower_le_interpolation [Nonempty ι] {C a τ : ι → ℝ} {q n : ℝ}
    (hC : ∀ i, 0 < C i) (ha : ∀ i, 0 < a i) (hτ : ∀ i, 0 < τ i) (hq : 0 < q) (hn : 0 ≤ n) :
    dragThermopower C a τ q n ≤ diluteThermopower C a τ q * saturationCoefficient C q /
      (saturationCoefficient C q + n * diluteThermopower C a τ q) := by
  obtain ⟨K, hK⟩ : ∃ K, K = saturationCoefficient C q := ⟨_, rfl⟩
  obtain ⟨L, hL⟩ : ∃ L, L = diluteThermopower C a τ q := ⟨_, rfl⟩
  have hK0 : 0 < K := by
    rw [hK]
    exact Finset.sum_pos (fun i _ => div_pos (hC i) (by positivity)) Finset.univ_nonempty
  have hL0 : 0 < L := by
    rw [hL]
    exact Finset.sum_pos (fun i _ => div_pos (mul_pos (mul_pos (hC i) (ha i)) (hτ i))
      (by positivity)) Finset.univ_nonempty
  have hD : K + n * L ≠ 0 := by positivity
  rw [← hK, ← hL]
  calc dragThermopower C a τ q n
      ≤ ∑ i, (C i / (3 * q) * (n * L ^ 2 / (K + n * L) ^ 2) +
          C i * a i * τ i / (3 * q) * (K ^ 2 / (K + n * L) ^ 2)) := by
        refine Finset.sum_le_sum fun i _ => ?_
        have hC' := hC i
        have ha' := ha i
        have hτ' := hτ i
        have h1 : 1 + n * a i * τ i ≠ 0 := by positivity
        -- the defect of the tangent-line estimate is a square
        have key : C i / (3 * q) * (n * L ^ 2 / (K + n * L) ^ 2) +
            C i * a i * τ i / (3 * q) * (K ^ 2 / (K + n * L) ^ 2) -
            C i * a i * τ i / (3 * q * (1 + n * a i * τ i)) =
            C i * n * (L - a i * τ i * K) ^ 2 /
              (3 * q * (1 + n * a i * τ i) * (K + n * L) ^ 2) := by
          field_simp
          ring
        rw [← sub_nonneg, key]
        positivity
    _ = K * (n * L ^ 2 / (K + n * L) ^ 2) + L * (K ^ 2 / (K + n * L) ^ 2) := by
        rw [Finset.sum_add_distrib, ← Finset.sum_mul, ← Finset.sum_mul, hK, hL]
        rfl
    _ = L * K / (K + n * L) := by
        field_simp
        ring

end

end PhononDrag
```

```lean
#print axioms PhononDrag.phonon_drag_thermopower
-- 'PhononDrag.phonon_drag_thermopower' depends on axioms: [propext, Classical.choice, Quot.sound]
#print axioms PhononDrag.dragThermopower_le_interpolation
-- 'PhononDrag.dragThermopower_le_interpolation' depends on axioms: [propext, Classical.choice, Quot.sound]
```
